# Diagonal jump matrices add no dephasing term to the population balance of a Lindblad equation

Let a quantum system with finitely many sites, described by one orthonormal basis state per site, evolve under a Lindblad equation with Hermitian H, Hermitian ρ, and jump matrices L_k that are all diagonal in the site basis. Then, in units with ħ = 1, each site population obeys

    d/dt ρ_xx = Σ_y 2 Im(H_xy ρ_yx).

This is the continuity equation of the closed system, with the same formula for the currents. Dephasing can still influence the populations, by changing the coherences ρ_yx from which the currents are built, but it has no term of its own in the balance. In finite-site, Markovian models of transport where the environment causes only dephasing in the site basis, the current between two sites can therefore be computed from H and ρ alone.

Diagonality of the L_k is a physical assumption. It describes an environment that responds to where the particle is, for instance through fluctuating site energies, and never moves it from one site to another. The assumption depends on the basis: a matrix that is diagonal in the sites is in general not diagonal in the eigenstates of H.

## The equation of motion and the current

The sites form a finite type `n`, and the jump matrices are labelled by a finite type `κ`.

```lean
import Mathlib

open Matrix

namespace DephasingContinuity

noncomputable section

variable {n κ : Type*} [Fintype n] [DecidableEq n] [Fintype κ]
```

The environment acts on ρ through

    D(ρ) = Σ_k ( L_k ρ L_k† − (L_k† L_k ρ + ρ L_k† L_k)/2 ).

In Lean the dagger is `ᴴ`, the conjugate transpose. The rates have no separate symbol: a process with rate γ enters with √γ included in L_k. The definition accepts arbitrary complex matrices, so diagonality can appear later as a hypothesis.

```lean
/-- The Lindblad dissipator `∑ₖ (Lₖ ρ Lₖ* - (Lₖ* Lₖ ρ + ρ Lₖ* Lₖ)/2)`. -/
def dissipator (L : κ → Matrix n n ℂ) (ρ : Matrix n n ℂ) : Matrix n n ℂ :=
  ∑ k, (L k * ρ * (L k)ᴴ - (1 / 2 : ℂ) • ((L k)ᴴ * L k * ρ + ρ * ((L k)ᴴ * L k)))
```

The full right-hand side adds the commutator, in units with ħ = 1:

    G(ρ) = −i (Hρ − ρH) + D(ρ).

```lean
/-- The right-hand side `-i[H, ρ] + dissipator` of the Lindblad equation. -/
def generator (H : Matrix n n ℂ) (L : κ → Matrix n n ℂ) (ρ : Matrix n n ℂ) :
    Matrix n n ℂ :=
  (-Complex.I) • (H * ρ - ρ * H) + dissipator L ρ
```

The current from site y into site x is the real number

    J_xy = 2 Im(H_xy ρ_yx).

The first index is the receiving site, so a positive J_xy raises the population of x.

```lean
/-- The probability current `2 Im(H_xy ρ_yx)` from site `y` into site `x`. -/
def current (H ρ : Matrix n n ℂ) (x y : n) : ℝ := 2 * (H x y * ρ y x).im
```

One particular state is needed for the converse at the end. A particle localized at y has the density matrix P_y, with a single entry 1 at position (y, y) and zeros elsewhere. Its trace is one.

```lean
/-- The density matrix of a particle localized at site `y`. -/
def siteState (y : n) : Matrix n n ℂ := diagonal (fun j => if j = y then 1 else 0)
```

## Dephasing rescales each entry of ρ

Write l_x for the diagonal entry (L_k)_xx of one jump matrix, with the label k left implicit. Since L_k is diagonal, the three products have the entries

    (L_k ρ L_k†)_xy = l_x ρ_xy l_y*
    (L_k† L_k ρ)_xy = |l_x|² ρ_xy
    (ρ L_k† L_k)_xy = ρ_xy |l_y|².

Each is a multiple of the same ρ_xy, and so is their combination:

    D(ρ)_xy = Σ_k ( l_x l_y* − (|l_x|² + |l_y|²)/2 ) ρ_xy.

The real part of the bracket is −|l_x − l_y|²/2, which is the familiar decay of a coherence between two sites that the environment can tell apart.

```lean
/-- With diagonal jump matrices, each entry of the dissipator is the same entry of `ρ` times a
number that depends only on the jump matrices and the position. -/
theorem dissipator_apply_of_isDiag {L : κ → Matrix n n ℂ} (hL : ∀ k, (L k).IsDiag)
    (ρ : Matrix n n ℂ) (x y : n) :
    dissipator L ρ x y = (∑ k, (L k x x * star (L k y y)
      - (star (L k x x) * L k x x + star (L k y y) * L k y y) / 2)) * ρ x y := by
  obtain ⟨l, rfl⟩ : ∃ l : κ → n → ℂ, L = fun k => diagonal (l k) :=
    ⟨fun k i => L k i i, funext fun k => (hL k).diagonal_diag.symm⟩
  simp only [dissipator, Matrix.sum_apply, Finset.sum_mul]
  refine Finset.sum_congr rfl fun k _ => ?_
  simp only [Matrix.diagonal_conjTranspose, Matrix.diagonal_mul_diagonal, Matrix.sub_apply,
    Matrix.smul_apply, Matrix.add_apply, Matrix.mul_diagonal, Matrix.diagonal_mul,
    Matrix.diagonal_apply_eq, Pi.star_apply, smul_eq_mul]
  ring
```

The hypothesis `hL` says that every `L k` satisfies `IsDiag`, meaning that its off-diagonal entries vanish. The proof first replaces each `L k` by `diagonal (l k)`, then evaluates the matrix products entry by entry, and leaves the remaining algebra to `ring`. Complex conjugation is written `star`.

For x = y the bracket becomes

    |l_x|² − (|l_x|² + |l_x|²)/2 = 0,

so the populations receive nothing from the dissipator. This holds for every matrix ρ, Hermitian or not.

```lean
/-- Diagonal jump matrices contribute nothing to the rate of change of a population. -/
theorem dissipator_diag_eq_zero {L : κ → Matrix n n ℂ} (hL : ∀ k, (L k).IsDiag)
    (ρ : Matrix n n ℂ) (x : n) : dissipator L ρ x x = 0 := by
  rw [dissipator_apply_of_isDiag hL, Finset.sum_eq_zero, zero_mul]
  intro k _
  ring
```

## The commutator as a sum of currents

Hermiticity of H and ρ means H_yx = H_xy* and ρ_xy = ρ_yx*. Multiplying the two relations gives

    H_yx ρ_xy = (H_xy ρ_yx)*.

```lean
omit [Fintype n] [DecidableEq n] in
/-- For Hermitian `H` and `ρ`, exchanging the two sites conjugates `H_xy ρ_yx`. -/
theorem exchange_conj {H ρ : Matrix n n ℂ} (hH : H.IsHermitian) (hρ : ρ.IsHermitian)
    (x y : n) : H y x * ρ x y = star (H x y * ρ y x) := by
  rw [star_mul', hH.apply y x, hρ.apply x y]
```

A number and its conjugate have opposite imaginary parts, hence

    J_yx = −J_xy.

What leaves y for x arrives at x from y. For x = y this says that a site sends no current to itself.

```lean
omit [Fintype n] [DecidableEq n] in
/-- For Hermitian `H` and `ρ`, the current from `x` into `y` is minus the current from `y` into `x`.
-/
theorem current_antisymm {H ρ : Matrix n n ℂ} (hH : H.IsHermitian) (hρ : ρ.IsHermitian)
    (x y : n) : current H ρ y x = -current H ρ x y := by
  unfold current
  rw [exchange_conj hH hρ x y, Complex.star_def, Complex.conj_im]
  ring
```

Now take the diagonal entry of the commutator and abbreviate z_y = H_xy ρ_yx. By the exchange relation,

    −i (Hρ − ρH)_xx = −i Σ_y (H_xy ρ_yx − ρ_xy H_yx)
                    = −i Σ_y (z_y − z_y*)
                    = −i Σ_y 2i Im z_y
                    = Σ_y J_xy.

The dissipator adds zero, so G(ρ)_xx = Σ_y J_xy. The left side is a complex matrix entry and the right side a real number regarded as complex, so the equation also says that the diagonal of G(ρ) is real.

```lean
/-- For Hermitian `H` and `ρ` and diagonal jump matrices, the diagonal entries of the Lindblad
generator are the sums of the incoming currents. -/
theorem generator_diag {H ρ : Matrix n n ℂ} {L : κ → Matrix n n ℂ} (hH : H.IsHermitian)
    (hρ : ρ.IsHermitian) (hL : ∀ k, (L k).IsDiag) (x : n) :
    generator H L ρ x x = ((∑ y, current H ρ x y : ℝ) : ℂ) := by
  simp only [generator, Matrix.add_apply, dissipator_diag_eq_zero hL, add_zero,
    Matrix.smul_apply, Matrix.sub_apply, Matrix.mul_apply, smul_eq_mul,
    ← Finset.sum_sub_distrib, Finset.mul_sum, Complex.ofReal_sum]
  refine Finset.sum_congr rfl fun y _ => ?_
  -- the two halves of the commutator are complex conjugates
  rw [mul_comm (ρ x y) (H y x), exchange_conj hH hρ x y]
  unfold current
  generalize H x y * ρ y x = z
  apply Complex.ext <;> simp
  ring
```

The first `simp only` removes the dissipator and writes the commutator as one sum over y. The sums are then compared term by term. After `exchange_conj` has rewritten the second half, `generalize` names the product `z`, and `Complex.ext` checks −i(z − z*) = 2 Im z separately in its real and imaginary parts.

## The continuity equation for one site

Suppose that at time t each entry of ρ has the derivative prescribed by the Lindblad equation:

    d/dt ρ_xy = G(ρ)_xy.

For x = y the right side is the real number Σ_y J_xy, with y now the summation index. Taking the real part of both sides gives

    d/dt Re ρ_xx = Σ_y 2 Im(H_xy ρ_yx).

In the theorem, `ρ` is a function from real time to matrices, and `HasDerivAt f f' t` means that f is differentiable at t with derivative f'. The hypothesis `evol` is the equation of motion at the single time t, and ρ is required to be Hermitian only at that time. The population is written `(ρ s x x).re` because matrix entries are complex by type.

```lean
/-- Continuity equation: under Lindblad evolution with diagonal jump matrices, and with `H` and `ρ
t` Hermitian, each population obeys `d/dt ρ_xx = ∑_y 2 Im(H_xy ρ_yx)`. -/
theorem population_hasDerivAt {H : Matrix n n ℂ} {L : κ → Matrix n n ℂ}
    {ρ : ℝ → Matrix n n ℂ} {t : ℝ} (hH : H.IsHermitian) (hρ : (ρ t).IsHermitian)
    (hL : ∀ k, (L k).IsDiag)
    (evol : ∀ x y, HasDerivAt (fun s => ρ s x y) (generator H L (ρ t) x y) t) (x : n) :
    HasDerivAt (fun s => (ρ s x x).re) (∑ y, 2 * (H x y * ρ t y x).im) t := by
  have h := evol x x
  rw [generator_diag hH hρ hL] at h
  -- the real part is a continuous linear map, so it passes through the derivative
  have h2 : HasDerivAt (fun s => (ρ s x x).re)
      (Complex.reCLM ((∑ y, current H (ρ t) x y : ℝ) : ℂ)) t :=
    Complex.reCLM.hasFDerivAt.comp_hasDerivAt t h
  exact h2.congr_deriv (Complex.ofReal_re _)
```

The proof takes the diagonal case of `evol`, substitutes the sum of currents, and passes the real part through the derivative, which is allowed because taking the real part is a continuous linear map (`Complex.reCLM`).

The theorem assumes a solution and does not construct one. It asks for neither unit trace nor positivity of ρ. Since only one instant enters, a time-dependent Hamiltonian is covered by inserting its value at t for `H`, and the same is true of time-dependent jump matrices.

In a density-matrix propagation code the whole table of currents is one elementwise product. With NumPy arrays `H` and `rho` it reads `J = 2*np.imag(H*rho.T)`, and the row sums `J.sum(axis=1)` should agree with the diagonal of the computed right-hand side up to rounding. The transpose matters: for a real H, leaving it out reverses the sign of every current. If the row sums are compared with population differences over a finite time step, the agreement is limited by the step size as well.

## Balance for a region

For a set S of sites, add the continuity equations of its members and split the sum over y:

    d/dt Σ_{x∈S} ρ_xx = Σ_{x∈S} Σ_{y∈S} J_xy + Σ_{x∈S} Σ_{y∉S} J_xy.

Call the first double sum A. Renaming x and y and then using antisymmetry gives

    A = Σ_{x∈S} Σ_{y∈S} J_yx = −A,

so A = 0. Only currents across the boundary remain:

    d/dt Σ_{x∈S} ρ_xx = Σ_{x∈S} Σ_{y∉S} J_xy.

If S contains all sites, the right side is an empty sum and the total population is stationary at t. For a chain cut in two, the formula gives the current through the cut, including any hopping that reaches beyond nearest neighbours.

```lean
/-- Under Lindblad evolution with diagonal jump matrices, and with `H` and `ρ t` Hermitian, the
total population of a region `S` changes at the rate given by the currents entering `S` from its
complement. -/
theorem region_hasDerivAt {H : Matrix n n ℂ} {L : κ → Matrix n n ℂ}
    {ρ : ℝ → Matrix n n ℂ} {t : ℝ} (hH : H.IsHermitian) (hρ : (ρ t).IsHermitian)
    (hL : ∀ k, (L k).IsDiag)
    (evol : ∀ x y, HasDerivAt (fun s => ρ s x y) (generator H L (ρ t) x y) t)
    (S : Finset n) :
    HasDerivAt (fun s => ∑ x ∈ S, (ρ s x x).re)
      (∑ x ∈ S, ∑ y ∈ Sᶜ, current H (ρ t) x y) t := by
  -- currents inside the region cancel in pairs
  have h : ∑ x ∈ S, ∑ y ∈ S, current H (ρ t) x y
      = -∑ x ∈ S, ∑ y ∈ S, current H (ρ t) x y := by
    calc ∑ x ∈ S, ∑ y ∈ S, current H (ρ t) x y
        = ∑ x ∈ S, ∑ y ∈ S, current H (ρ t) y x := Finset.sum_comm
      _ = -∑ x ∈ S, ∑ y ∈ S, current H (ρ t) x y := by
        simp only [← Finset.sum_neg_distrib]
        exact Finset.sum_congr rfl fun x _ => Finset.sum_congr rfl fun y _ =>
          current_antisymm hH hρ x y
  have hsplit : ∑ x ∈ S, ∑ y, current H (ρ t) x y
      = ∑ x ∈ S, ∑ y ∈ S, current H (ρ t) x y
        + ∑ x ∈ S, ∑ y ∈ Sᶜ, current H (ρ t) x y := by
    rw [← Finset.sum_add_distrib]
    exact Finset.sum_congr rfl fun x _ => (Finset.sum_add_sum_compl S _).symm
  refine (HasDerivAt.fun_sum fun x _ =>
    population_hasDerivAt hH hρ hL evol x).congr_deriv ?_
  change ∑ x ∈ S, ∑ y, current H (ρ t) x y = _
  linarith
```

Here `Sᶜ` is the complement of S. The statement `h` is A = −A, with `Finset.sum_comm` doing the renaming, and `hsplit` is the division of the sum over y. The final `linarith` combines the two.

## Which jump matrices add no term to any population balance

Diagonality is also necessary if the dissipator is to spare the populations of every Hermitian ρ. To see this, let the L_k be arbitrary and apply the dissipator to the localized state P_y. At another site x ≠ y, the first term gives

    (L_k P_y L_k†)_xx = Σ_j (L_k)_xj (P_y)_jj (L_k)_xj* = |(L_k)_xy|².

The other two terms contain (P_y)_xx as a factor, and this is zero because site x is empty. Therefore

    D(P_y)_xx = Σ_k |(L_k)_xy|².

This is the rate at which the environment transfers the particle from y to x. It is a gain that no current J_xy contains.

```lean
/-- For a particle localized at `y`, the dissipator feeds any other site `x` at the
rate `∑ₖ |(Lₖ)_xy|²`. -/
theorem dissipator_siteState (L : κ → Matrix n n ℂ) {x y : n} (hxy : x ≠ y) :
    dissipator L (siteState y) x x = ((∑ k, ‖L k x y‖ ^ 2 : ℝ) : ℂ) := by
  simp only [dissipator, Matrix.sum_apply, Complex.ofReal_sum]
  refine Finset.sum_congr rfl fun k _ => ?_
  have h1 : (L k * siteState y * (L k)ᴴ) x x = L k x y * star (L k x y) := by
    rw [Matrix.mul_apply, Finset.sum_eq_single y]
    · rw [siteState, Matrix.mul_diagonal, Matrix.conjTranspose_apply, if_pos rfl, mul_one]
    · intro j _ hj
      rw [siteState, Matrix.mul_diagonal, if_neg hj, mul_zero, zero_mul]
    · intro h
      exact absurd (Finset.mem_univ y) h
  have h2 : L k x y * star (L k x y) = ((‖L k x y‖ ^ 2 : ℝ) : ℂ) := by
    rw [← Complex.normSq_eq_norm_sq]
    exact Complex.mul_conj _
  -- the anticommutator has no weight on the empty site `x`
  rw [Matrix.sub_apply, h1, h2, Matrix.smul_apply, Matrix.add_apply, siteState,
    Matrix.mul_diagonal, Matrix.diagonal_mul, if_neg hxy, mul_zero, zero_mul, add_zero,
    smul_zero, sub_zero]
```

In the proof, `h1` reduces the sum over j to its one surviving term, and `h2` turns the product of a number and its conjugate into a squared modulus. The closing rewrite removes the anticommutator.

Suppose now that the diagonal of D(ρ) vanishes for every Hermitian ρ. Then it vanishes for every P_y, and for all x ≠ y

    Σ_k |(L_k)_xy|² = 0.

A sum of non-negative terms is zero only if each term is zero, so (L_k)_xy = 0 for every k. All jump matrices are diagonal. The reverse implication was obtained above from the vanishing bracket.

The equivalence concerns all Hermitian matrices at once. For one particular ρ, the gains and losses caused by non-diagonal jump matrices may happen to balance. The argument uses only localized states, however, so these already suffice to detect an off-diagonal entry. In a code, this means preparing each site state in turn and looking at the diagonal of the dissipator: a nonzero value at another site reveals a jump process that transports population.

```lean
/-- The dissipator has zero diagonal on every Hermitian matrix exactly when all jump
matrices are diagonal. -/
theorem dissipator_diag_eq_zero_iff (L : κ → Matrix n n ℂ) :
    (∀ ρ : Matrix n n ℂ, ρ.IsHermitian → ∀ x, dissipator L ρ x x = 0)
      ↔ ∀ k, (L k).IsDiag := by
  refine ⟨fun h k x y hxy => ?_, fun hL ρ _ x => dissipator_diag_eq_zero hL ρ x⟩
  have hs : (siteState y : Matrix n n ℂ).IsHermitian := by
    unfold Matrix.IsHermitian siteState
    rw [Matrix.diagonal_conjTranspose]
    congr 1
    funext j
    by_cases hj : j = y <;> simp [hj]
  -- test the dissipator on a particle localized at `y`
  have h0 := h (siteState y) hs x
  rw [dissipator_siteState L hxy] at h0
  have h1 := (Finset.sum_eq_zero_iff_of_nonneg
    (fun k _ => sq_nonneg ‖L k x y‖)).mp (Complex.ofReal_eq_zero.mp h0) k (Finset.mem_univ k)
  exact norm_eq_zero.mp ((pow_eq_zero_iff two_ne_zero).mp h1)

end

end DephasingContinuity
```

The proof first confirms that `siteState y` is Hermitian, then inserts it into the assumption and applies `dissipator_siteState`. The lemma `Finset.sum_eq_zero_iff_of_nonneg` supplies the step from the vanishing sum to its vanishing terms.

```lean
#print axioms DephasingContinuity.population_hasDerivAt
#print axioms DephasingContinuity.region_hasDerivAt
#print axioms DephasingContinuity.dissipator_diag_eq_zero_iff
```

```
'DephasingContinuity.population_hasDerivAt' depends on axioms: [propext, Classical.choice, Quot.sound]
'DephasingContinuity.region_hasDerivAt' depends on axioms: [propext, Classical.choice, Quot.sound]
'DephasingContinuity.dissipator_diag_eq_zero_iff' depends on axioms: [propext, Classical.choice, Quot.sound]
```
